# The Coulomb cusp of a pair function built from finitely many radial channels

## Radial channels and units

Let \(r\) be the distance between two electrons in three dimensions, in Bohr radii. For relative angular momentum \(l = 0, 1, 2, \dots\) write the radial function as

\[
u(r) = r^{l+1}\varphi(r),
\]

where \(\varphi\) is a real function, twice continuously differentiable on the whole real line. The radial equation is

\[
u''(r) = \left(\frac{l(l+1)}{r^2} + \frac{\gamma}{r} + W(r)\right)u(r), \qquad r > 0 .
\]

The constant \(\gamma\) is the strength of the Coulomb interaction. The reduced mass of two electrons is \(1/2\), so in Hartree atomic units their repulsion gives \(\gamma = 1\). The function \(W\) collects every other potential acting on the relative motion, minus the energy. It is assumed that \(rW(r) \to 0\) as \(r \to 0^+\), which says that the whole \(1/r\) singularity sits in the \(\gamma\) term. A continuous \(W\) satisfies this.

A pair function mixes finitely many channels, labelled by \(i\), with real weights \(w_i\), angular momenta \(l_i\), functions \(\varphi_i\) and potentials \(W_i\):

\[
g(r) = \sum_i w_i\left(r^{l_i}\varphi_i(r)\right)^2 .
\]

There are no cross terms, as is the case after averaging over angles when the channels differ in angular momentum.

## The slope at contact

In a single channel,

\[
\varphi'(0) = \frac{\gamma\,\varphi(0)}{2(l+1)}, \qquad (\varphi^2)'(0) = \frac{\gamma\,\varphi(0)^2}{l+1}.
\]

With \(\gamma = 1\), the slope of \(\varphi^2\) at contact is its value there for \(l=0\), and half its value for \(l=1\).

To derive this, differentiate \(u\) twice:

\[
u' = (l+1)r^l\varphi + r^{l+1}\varphi',
\]
\[
u'' = l(l+1)r^{l-1}\varphi + 2(l+1)r^l\varphi' + r^{l+1}\varphi'' ,
\]

where the first term of \(u''\) is absent for \(l=0\). After multiplication by \(r\), every term contains the factor \(r^l\):

\[
r u'' = r^l\left[r^2\varphi'' + 2(l+1)r\varphi' + l(l+1)\varphi\right].
\]

The right-hand side of the radial equation, also multiplied by \(r\), is

\[
r^l\left[l(l+1) + \gamma r + r^2W\right]\varphi .
\]

For \(r>0\) the factor \(r^l\) cancels, the centrifugal terms cancel, and division by \(r\) leaves

\[
r\varphi'' + 2(l+1)\varphi' = (\gamma + rW)\varphi .
\]

Now let \(r \to 0^+\). Since \(\varphi''\) is continuous, \(r\varphi'' \to 0\), and by assumption \(rW \to 0\). Hence \(2(l+1)\varphi'(0) = \gamma\varphi(0)\), and \((\varphi^2)' = 2\varphi\varphi'\) gives the second formula.

For a mixture, suppose that \(l_i = L + k_i\) with natural numbers \(L\) and \(k_i\). Then

\[
g(r) = r^{2L}h(r), \qquad h(r) = \sum_i w_i\left(r^{k_i}\varphi_i(r)\right)^2 .
\]

A term with \(k_i = 0\) has angular momentum \(L\), and its slope at contact is \(\gamma/(L+1)\) times its value. A term with \(k_i \ge 1\) starts at order \(r^{2k_i}\), so both its value and its slope vanish at contact. Adding the terms gives

\[
h'(0) = \frac{\gamma}{L+1}\,h(0).
\]

For \(\gamma = 1\) and \(L=0\) this is Kimball's condition \(g'(0) = g(0)\). For \(L=1\), the lowest value open to electrons of parallel spin, it is \(h'(0) = h(0)/2\).

Kimball's condition is normally stated for the pair distribution of the interacting electron gas. Here each channel is assumed to obey a radial equation of its own. In a many-electron system the other electrons generally couple the channels, so the result does not by itself prove the condition for the electron gas. For \(\gamma = 1\) the ratio \(\varphi'(0)/\varphi(0)\) is \(1/2\) for \(l=0\) and \(1/4\) for \(l=1\). These are the contact slopes commonly given to the exponent of the Jastrow factor in quantum Monte Carlo, for antiparallel and parallel spins respectively.

## Definitions in Lean

```lean
import Mathlib

open Filter Topology

namespace KimballCusp

noncomputable section
```

The function `radialU l φ` is \(u\). It is defined on all of \(\mathbb{R}\), although only \(r \ge 0\) has a physical meaning.

```lean
/-- The radial function `u(r) = r^(l+1) φ(r)` of relative motion with angular momentum `l`. -/
def radialU (l : ℕ) (φ : ℝ → ℝ) : ℝ → ℝ := fun r => r ^ (l + 1) * φ r
```

The predicate `SolvesRadial γ l W φ` states the radial equation at every \(r>0\) and nothing at other points. It contains no boundary condition at large distance and no normalisation. The requirement that \(\varphi\) be twice continuously differentiable through the origin appears separately in the theorems, as `ContDiff ℝ 2 φ`. It selects the solution that is regular at contact.

```lean
/-- The radial equation `u'' = (l(l+1)/r² + γ/r + W) u` for `r > 0`, with Coulomb strength `γ`
and a remaining potential (energy included) `W`. -/
def SolvesRadial (γ : ℝ) (l : ℕ) (W φ : ℝ → ℝ) : Prop :=
  ∀ r : ℝ, 0 < r → deriv (deriv (radialU l φ)) r =
    ((l : ℝ) * (l + 1) / r ^ 2 + γ / r + W r) * radialU l φ r
```

The channels of the mixture are indexed by a finite type `ι`. The weights may have any sign and need not add up to one.

```lean
/-- The pair function `∑ w_i (r^(l_i) φ_i(r))²` of a mixture of channels with weights `w_i`. -/
def pairFunction {ι : Type*} [Fintype ι] (w : ι → ℝ) (l : ι → ℕ) (φ : ι → ℝ → ℝ) : ℝ → ℝ :=
  fun r => ∑ i, w i * (r ^ l i * φ i r) ^ 2
```

## Reducing the radial equation

The first lemma records that \(\varphi'\) is continuously differentiable, which supplies the second derivative and its continuity.

```lean
/-- The derivative of a twice continuously differentiable function is continuously
differentiable. -/
lemma contDiff_deriv {φ : ℝ → ℝ} (hφ : ContDiff ℝ 2 φ) : ContDiff ℝ 1 (deriv φ) := by
  have h2 : ContDiff ℝ (1 + 1) φ := by
    rw [one_add_one_eq_two]
    exact hφ
  exact (contDiff_succ_iff_deriv.1 h2).2.2
```

Next comes the formula for \(ru''\). In the proof, `hd` is the expression for \(u'\) and `h4` differentiates it once more. The step `hp` is the identity \(r \cdot l r^{l-1} = l r^l\). It is proved separately for \(l=0\), where subtraction in the natural numbers makes the exponent \(0\) instead of \(-1\), and the factor \(l\) removes the term. The last line adds `hp`, multiplied by \((l+1)\varphi(r)\), to complete the algebra.

```lean
/-- The second derivative of `u = r^(l+1) φ`, multiplied by `r`, in terms of `φ`. -/
theorem mul_deriv_deriv_radialU (l : ℕ) {φ : ℝ → ℝ} (hφ : ContDiff ℝ 2 φ) (r : ℝ) :
    r * deriv (deriv (radialU l φ)) r =
      r ^ l * (r ^ 2 * deriv (deriv φ) r + 2 * ((l : ℝ) + 1) * r * deriv φ r
        + (l : ℝ) * (l + 1) * φ r) := by
  have h1 : ∀ x, HasDerivAt φ (deriv φ x) x := fun x =>
    (hφ.differentiable (by norm_num) x).hasDerivAt
  have h2 : HasDerivAt (deriv φ) (deriv (deriv φ) r) r :=
    ((contDiff_deriv hφ).differentiable (by norm_num) r).hasDerivAt
  -- first derivative of `u`
  have hd : deriv (radialU l φ) =
      fun x => ((l : ℝ) + 1) * x ^ l * φ x + x ^ (l + 1) * deriv φ x := by
    funext x
    have h3 := (hasDerivAt_pow (l + 1) x).fun_mul (h1 x)
    have h3' : deriv (radialU l φ) x = _ := h3.deriv
    rw [h3', Nat.add_sub_cancel]
    push_cast
    ring
  -- second derivative of `u`
  have h4 := (((hasDerivAt_pow l r).const_mul ((l : ℝ) + 1)).fun_mul (h1 r)).fun_add
    ((hasDerivAt_pow (l + 1) r).fun_mul h2)

  have hp : r * ((l : ℝ) * r ^ (l - 1)) = l * r ^ l := by
    cases l with
    | zero => simp
    | succ n =>
      rw [Nat.add_sub_cancel, pow_succ]
      ring
  rw [hd, h4.deriv, Nat.add_sub_cancel]
  push_cast
  linear_combination (((l : ℝ) + 1) * φ r) * hp
```

The reduced equation is equivalent to the radial equation, so it can also be used to show that a given function is a solution. The step `e` rewrites \(r\) times the right-hand side. In the forward direction `mul_left_cancel₀` cancels first \(r^l\) and then \(r\), both nonzero because \(r>0\). The reverse direction multiplies the factors back in.

```lean
/-- The radial equation for `u` is equivalent to
`r φ'' + 2(l+1) φ' = (γ + r W) φ` for `r > 0`. -/
theorem solvesRadial_iff (γ : ℝ) (l : ℕ) (W : ℝ → ℝ) {φ : ℝ → ℝ} (hφ : ContDiff ℝ 2 φ) :
    SolvesRadial γ l W φ ↔ ∀ r : ℝ, 0 < r →
      r * deriv (deriv φ) r + 2 * ((l : ℝ) + 1) * deriv φ r = (γ + r * W r) * φ r := by
  unfold SolvesRadial
  refine forall₂_congr fun r hr => ?_
  have hr0 : r ≠ 0 := hr.ne'
  have key := mul_deriv_deriv_radialU l hφ r
  have e : r * (((l : ℝ) * (l + 1) / r ^ 2 + γ / r + W r) * radialU l φ r) =
      r ^ l * (((l : ℝ) * (l + 1) + γ * r + W r * r ^ 2) * φ r) := by
    unfold radialU
    rw [pow_succ]
    field_simp
    try ring
  constructor
  · intro h
    rw [h, e] at key
    have h' := mul_left_cancel₀ (pow_ne_zero l hr0) key
    apply mul_left_cancel₀ hr0
    linear_combination -h'
  · intro h
    apply mul_left_cancel₀ hr0
    rw [key, e]
    linear_combination (r ^ l * r) * h
```

## The limit at contact

The filter `𝓝[>] 0` expresses the approach \(r \to 0^+\), and the hypothesis `hW` is \(rW(r) \to 0\). In the proof, `left` and `right` are the limits of the two sides of the reduced equation. The sides agree for every \(r>0\), so `tendsto_nhds_unique` equates the limits. The result, `lim`, is \(2(l+1)\varphi'(0) = \gamma\varphi(0)\) up to vanishing terms.

```lean
/-- Cusp condition in channel `l`: if `r W(r) → 0` at contact, then
`φ'(0) = γ φ(0) / (2(l+1))`. -/
theorem cusp_condition {γ : ℝ} {l : ℕ} {W φ : ℝ → ℝ} (hφ : ContDiff ℝ 2 φ)
    (hW : Tendsto (fun r => r * W r) (𝓝[>] 0) (𝓝 0)) (h : SolvesRadial γ l W φ) :
    deriv φ 0 = γ * φ 0 / (2 * ((l : ℝ) + 1)) := by
  have c0 : Continuous φ := hφ.continuous
  have c1 : Continuous (deriv φ) := (contDiff_deriv hφ).continuous
  have c2 : Continuous (deriv (deriv φ)) := (contDiff_deriv hφ).continuous_deriv (by norm_num)
  have cl : Continuous fun r : ℝ =>
      r * deriv (deriv φ) r + 2 * ((l : ℝ) + 1) * deriv φ r :=
    (continuous_id.mul c2).add (continuous_const.mul c1)
  -- both sides of the reduced equation have a limit at contact
  have left := (cl.tendsto 0).mono_left (nhdsWithin_le_nhds (s := Set.Ioi (0 : ℝ)))
  have right := ((tendsto_const_nhds (x := γ)).add hW).mul
    ((c0.tendsto 0).mono_left (nhdsWithin_le_nhds (s := Set.Ioi (0 : ℝ))))
  have lim := tendsto_nhds_unique left (right.congr' (by
    filter_upwards [self_mem_nhdsWithin] with r hr
    exact ((solvesRadial_iff γ l W hφ).1 h r hr).symm))
  rw [eq_div_iff (by positivity)]
  linear_combination lim
```

The slope of \(\varphi^2\) follows by the chain rule. `HasDerivAt` says that the derivative exists and has the given value. It is a two-sided derivative of the function on the real line, and its restriction to \(r \ge 0\) has the same slope at contact. The cusp appears when the function is read as depending on the separation vector through \(r = |\mathbf r|\).

```lean
/-- The squared function `φ²` has slope `γ φ(0)² / (l+1)` at contact. -/
theorem sq_cusp {γ : ℝ} {l : ℕ} {W φ : ℝ → ℝ} (hφ : ContDiff ℝ 2 φ)
    (hW : Tendsto (fun r => r * W r) (𝓝[>] 0) (𝓝 0)) (h : SolvesRadial γ l W φ) :
    HasDerivAt (fun r => φ r ^ 2) (γ * φ 0 ^ 2 / ((l : ℝ) + 1)) 0 := by
  have h1 : HasDerivAt φ (deriv φ 0) 0 := (hφ.differentiable (by norm_num) 0).hasDerivAt
  have hl : (l : ℝ) + 1 ≠ 0 := by positivity
  refine (h1.fun_pow 2).congr_deriv ?_
  rw [cusp_condition hφ hW h]
  simp only [Nat.cast_ofNat, Nat.reduceSub, pow_one]
  field_simp
```

## Mixtures of channels

In `pair_cusp` the function \(h\) of the derivation is `pairFunction w k φ`, the same sum with \(k_i\) in place of \(l_i\). The theorem has two conclusions: the factorisation \(g = r^{2L}h\) for all real \(r\), and the slope of \(h\) at contact. It is stated as a product and not as a ratio, so it also holds when \(h(0) = 0\), for instance when every \(k_i\) is positive.

The factorisation is proved term by term. For the slope, `term` treats one channel and separates \(k_i = 0\), where `sq_cusp` applies, from \(k_i > 0\), where \(0^{k_i} = 0\) makes the value and the derivative vanish. `HasDerivAt.fun_sum` then adds the channels.

```lean
/-- Cusp of a mixture of channels `l_i = L + k_i`: the pair function is `r^(2L) h(r)`, and
`h` has slope `γ h(0) / (L+1)` at contact. -/
theorem pair_cusp {ι : Type*} [Fintype ι] (γ : ℝ) (L : ℕ) (w : ι → ℝ) (k : ι → ℕ)
    (W φ : ι → ℝ → ℝ) (hφ : ∀ i, ContDiff ℝ 2 (φ i))
    (hW : ∀ i, Tendsto (fun r => r * W i r) (𝓝[>] 0) (𝓝 0))
    (h : ∀ i, SolvesRadial γ (L + k i) (W i) (φ i)) :
    (∀ r, pairFunction w (fun i => L + k i) φ r = r ^ (2 * L) * pairFunction w k φ r) ∧
      HasDerivAt (pairFunction w k φ) (γ / ((L : ℝ) + 1) * pairFunction w k φ 0) 0 := by
  constructor
  · intro r
    simp only [pairFunction, Finset.mul_sum]
    refine Finset.sum_congr rfl fun i _ => ?_
    ring
  · have term : ∀ i, HasDerivAt (fun r => w i * (r ^ k i * φ i r) ^ 2)
        (γ / ((L : ℝ) + 1) * (w i * ((0 : ℝ) ^ k i * φ i 0) ^ 2)) 0 := by
      intro i
      rcases Nat.eq_zero_or_pos (k i) with hk | hk
      · -- a lowest channel carries the cusp
        have hi := h i
        rw [hk, add_zero] at hi
        have hs := (sq_cusp (hφ i) (hW i) hi).const_mul (w i)
        simp only [hk, pow_zero, one_mul]
        exact hs.congr_deriv (by ring)
      · -- a higher channel has neither value nor slope at contact
        have h1 : HasDerivAt (φ i) (deriv (φ i) 0) 0 :=
          ((hφ i).differentiable (by norm_num) 0).hasDerivAt
        have h0 : (0 : ℝ) ^ k i = 0 := zero_pow hk.ne'
        refine ((((hasDerivAt_pow (k i) (0 : ℝ)).fun_mul h1).fun_pow 2).const_mul
          (w i)).congr_deriv ?_
        simp [h0]
    have hsum := HasDerivAt.fun_sum (u := Finset.univ) (fun i _ => term i)
    refine hsum.congr_deriv ?_
    simp only [pairFunction, Finset.mul_sum]
```

A continuous potential meets the condition at contact, because \(rW(r)\) is then continuous with value \(0\) at the origin.

```lean
/-- A continuous potential `W` satisfies `r W(r) → 0` as `r → 0⁺`. -/
lemma tendsto_mul_of_continuous {W : ℝ → ℝ} (hW : Continuous W) :
    Tendsto (fun r => r * W r) (𝓝[>] 0) (𝓝 0) := by
  have hc : Continuous fun r : ℝ => r * W r := continuous_id.mul hW
  have h : Tendsto (fun r => r * W r) (𝓝[>] 0) (𝓝 (0 * W 0)) :=
    (hc.tendsto 0).mono_left nhdsWithin_le_nhds
  rwa [zero_mul] at h
```

Kimball's condition is the case \(\gamma = 1\), \(L = 0\), in which \(k_i = l_i\) and \(h = g\). Any finite set of angular momenta is allowed, and each channel may have its own continuous potential.

```lean
/-- Kimball's cusp condition `g'(0) = g(0)` for the pair function `g` of a mixture of channels
with unit Coulomb repulsion and continuous `W_i`. -/
theorem kimball_cusp {ι : Type*} [Fintype ι] (w : ι → ℝ) (l : ι → ℕ) (W φ : ι → ℝ → ℝ)
    (hφ : ∀ i, ContDiff ℝ 2 (φ i)) (hW : ∀ i, Continuous (W i))
    (h : ∀ i, SolvesRadial 1 (l i) (W i) (φ i)) :
    HasDerivAt (pairFunction w l φ) (pairFunction w l φ 0) 0 :=
  (pair_cusp 1 0 w l W φ hφ (fun i => tendsto_mul_of_continuous (hW i))
    (fun i => by rw [zero_add]; exact h i)).2.congr_deriv (by simp)
```

With \(L = 1\) the pair function vanishes as \(r^2\) or faster, and the cusp is carried by the remaining factor \(h\). Spin does not appear in the hypotheses of `parallel_spin_cusp`. The only restriction on the angular momenta is that each be at least \(1\), which covers parallel spins, where antisymmetry restricts \(l\) to odd values.

```lean
/-- If all channels have `l_i = 1 + k_i`, unit Coulomb repulsion and continuous `W_i`, the pair
function is `r² h(r)` with `h'(0) = h(0)/2`. -/
theorem parallel_spin_cusp {ι : Type*} [Fintype ι] (w : ι → ℝ) (k : ι → ℕ) (W φ : ι → ℝ → ℝ)
    (hφ : ∀ i, ContDiff ℝ 2 (φ i)) (hW : ∀ i, Continuous (W i))
    (h : ∀ i, SolvesRadial 1 (1 + k i) (W i) (φ i)) :
    (∀ r, pairFunction w (fun i => 1 + k i) φ r = r ^ 2 * pairFunction w k φ r) ∧
      HasDerivAt (pairFunction w k φ) (pairFunction w k φ 0 / 2) 0 := by
  have hc := pair_cusp 1 1 w k W φ hφ (fun i => tendsto_mul_of_continuous (hW i)) h
  exact ⟨hc.1, hc.2.congr_deriv (by push_cast; ring)⟩
```

## An exponential solution and its limit without interaction

The function \(\varphi(r) = e^{ar}\) satisfies the reduced equation with \(\gamma = 2(l+1)a\) and \(W = a^2\), since

\[
ra^2e^{ar} + 2(l+1)a\,e^{ar} = \left(2(l+1)a + ra^2\right)e^{ar}.
\]

A simple case is one channel with \(l=0\), unit weight and \(a = 1/2\), which gives \(\gamma = 1\). The pair function is then \(g(r) = e^{r}\), with value and slope both \(1\) at contact. For \(l=1\), unit repulsion requires \(a = 1/4\), and \(\varphi^2 = e^{r/2}\) has slope \(1/2\). For \(a>0\) these functions grow with distance and are not bound states, but the cusp depends only on the behaviour near contact.

As \(a \to 0\) the interaction disappears. What remains is \(\varphi = 1\) and \(u = r^{l+1}\), the regular free solution at zero energy, and the slope of \(\varphi^2\) is zero.

The proof of `solvesRadial_witness` computes the two derivatives of the exponential and applies `solvesRadial_iff` from right to left.

```lean
/-- The function `φ = exp(a r)` is smooth enough and solves the radial equation with Coulomb
strength `2(l+1)a` and constant `W = a²`. -/
theorem solvesRadial_witness (a : ℝ) (l : ℕ) :
    ContDiff ℝ 2 (fun r : ℝ => Real.exp (a * r)) ∧
      SolvesRadial (2 * ((l : ℝ) + 1) * a) l (fun _ => a ^ 2) (fun r => Real.exp (a * r)) := by
  have hc : ContDiff ℝ 2 (fun r : ℝ => Real.exp (a * r)) := by fun_prop
  have d : ∀ r : ℝ, HasDerivAt (fun r => Real.exp (a * r)) (a * Real.exp (a * r)) r :=
    fun r => (((hasDerivAt_id' r).const_mul a).exp).congr_deriv (by ring)
  have d1 : deriv (fun r : ℝ => Real.exp (a * r)) = fun r => a * Real.exp (a * r) :=
    funext fun r => (d r).deriv
  refine ⟨hc, (solvesRadial_iff _ l _ hc).2 fun r _ => ?_⟩
  rw [d1, ((d r).const_mul a).deriv]
  ring

end

end KimballCusp
```

```lean
#print axioms KimballCusp.pair_cusp
-- 'KimballCusp.pair_cusp' depends on axioms: [propext, Classical.choice, Quot.sound]
#print axioms KimballCusp.kimball_cusp
-- 'KimballCusp.kimball_cusp' depends on axioms: [propext, Classical.choice, Quot.sound]
#print axioms KimballCusp.parallel_spin_cusp
-- 'KimballCusp.parallel_spin_cusp' depends on axioms: [propext, Classical.choice, Quot.sound]
```
